# Multiband Wannier vectors on a finite ring: orthonormality, translation and a gauge-independent projector

A formal statement about Wannier functions must first decide what the crystal and the Brillouin zone are. Here the crystal is a ring of $N$ cells labelled by $r\in\mathbb Z_N$ (`ZMod N`), and each cell carries a finite set $D$ of orbitals. A state is a function $f(r,a)$ with $a\in D$, and the inner product is $\sum_{r,a}\overline{f(r,a)}\,g(r,a)$, so the orbitals are taken as orthonormal. The wavevector is also a label $k\in\mathbb Z_N$, standing for $2\pi k/N$ per lattice spacing, and every Brillouin-zone integral becomes a finite sum. No Hamiltonian appears. The bands are a finite set $J$ of labels, and the cell vectors $u_n(k)$, $n\in J$, are the columns of a $D\times J$ matrix $u(k)$.

```lean
import Mathlib

open Matrix

namespace MultibandWannier

noncomputable section

variable {N : ℕ} [NeZero N] {D J : Type*} [Fintype D] [Fintype J] [DecidableEq J]
```

With $e(x)=\exp(2\pi i x/N)$, the Bloch vectors are $\psi_{nk}(r,a)=N^{-1/2}e(kr)\,u_{an}(k)$. The phase depends on the cell index alone, not on the position of the orbital inside the cell.

```lean
/-- The lattice phase `exp(2πi x / N)` on the ring of `N` cells. -/
def phase (x : ZMod N) : ℂ := Complex.exp (2 * Real.pi * Complex.I * x.val / N)

/-- Bloch vector `ψ_{nk}(r,a) = N^(-1/2) e^{2πi kr/N} u_{an}(k)`; the cell vectors are the
columns of `u k`. -/
def bloch (u : ZMod N → Matrix D J ℂ) (k : ZMod N) (n : J) (p : ZMod N × D) : ℂ :=
  ((Real.sqrt N : ℝ) : ℂ)⁻¹ * phase (k * p.1) * u k p.2 n
```

A gauge is a $J\times J$ matrix $U(k)$ for each $k$. It mixes the bands before the Fourier sum that gives the Wannier vector of band $n$ and cell $R$,
$$w_{nR}=N^{-1/2}\sum_k e(-kR)\sum_m U_{mn}(k)\,\psi_{mk}.$$
Translation by $R$ cells sends $f(r,a)$ to $f(r-R,a)$.

```lean
/-- Wannier vector `w_{nR} = N^(-1/2) ∑_k e^{-2πi kR/N} ∑_m U_{mn}(k) ψ_{mk}`. -/
def wannier (u : ZMod N → Matrix D J ℂ) (U : ZMod N → Matrix J J ℂ) (n : J) (R : ZMod N)
    (p : ZMod N × D) : ℂ :=
  ((Real.sqrt N : ℝ) : ℂ)⁻¹ * ∑ k, phase (-(k * R)) * ∑ m, U k m n * bloch u k m p

/-- Translation of a state by `R` cells. -/
def translate (R : ZMod N) (f : ZMod N × D → ℂ) (p : ZMod N × D) : ℂ := f (p.1 - R, p.2)
```

The two operators to be compared are $P_W=\sum_{R,n}|w_{nR}\rangle\langle w_{nR}|$ and $P_B=\sum_{k,n}|\psi_{nk}\rangle\langle\psi_{nk}|$. In Lean `vecMulVec` of a vector and its `star` is the outer product.

```lean
/-- The operator `∑_{R,n} |w_{nR}⟩⟨w_{nR}|`. -/
def wannierProj (u : ZMod N → Matrix D J ℂ) (U : ZMod N → Matrix J J ℂ) :
    Matrix (ZMod N × D) (ZMod N × D) ℂ :=
  ∑ R, ∑ n, vecMulVec (wannier u U n R) (star (wannier u U n R))

/-- The operator `∑_{k,n} |ψ_{nk}⟩⟨ψ_{nk}|`. -/
def blochProj (u : ZMod N → Matrix D J ℂ) : Matrix (ZMod N × D) (ZMod N × D) ℂ :=
  ∑ k, ∑ n, vecMulVec (bloch u k n) (star (bloch u k n))
```

To any $k$-dependent matrix $A(k)$, square or not, belongs the real-space matrix
$$L[A]\big((r,a),(s,b)\big)=\frac1N\sum_k e\big(k(r-s)\big)A(k)_{ab}.$$

```lean
/-- Real-space form `N⁻¹ ∑_k e^{2πi k(r-s)/N} A(k)_{ab}` of a `k`-dependent matrix. -/
def latticeOp {α β : Type*} (A : ZMod N → Matrix α β ℂ) :
    Matrix (ZMod N × α) (ZMod N × β) ℂ :=
  Matrix.of fun p q => (N : ℂ)⁻¹ * ∑ k, phase (k * (p.1 - q.1)) * A k p.2 q.2
```

## A finite ring: `NeZero N`

The assumption $N\ge1$ makes the ring finite and periodic. By hand it enters through the geometric sum $\sum_k e(kb)=N\delta_{b0}$ and through $N^{-1}N=1$. The lemma `phase_rules` collects this sum with $e(x+y)=e(x)e(y)$ and $\overline{e(x)}=e(-x)$. Its proof identifies `phase` with Mathlib's character `ZMod.stdAddChar` and takes the sum from `AddChar.sum_mulShift`.

```lean
/-- Phases multiply under addition, conjugate under negation, and `∑_k e^{2πi kb/N} = N δ_{b0}`. -/
theorem phase_rules :
    (∀ x y : ZMod N, phase (x + y) = phase x * phase y) ∧
    (∀ x : ZMod N, star (phase x) = phase (-x)) ∧
    (∀ b : ZMod N, ∑ k, phase (k * b) = if b = 0 then (N : ℂ) else 0) := by
  have h : ∀ x : ZMod N, phase x = ZMod.stdAddChar x := by
    intro x
    rw [ZMod.stdAddChar_apply, ZMod.toCircle_apply]
    rfl
  refine ⟨fun x y => ?_, fun x => ?_, fun b => ?_⟩
  · rw [h, h, h, AddChar.map_add_eq_mul]
  · rw [h, h, ZMod.stdAddChar_apply, ZMod.stdAddChar_apply, AddChar.map_neg_eq_inv,
      Circle.coe_inv_eq_conj]
    try rfl
  · simp only [h]
    rw [AddChar.sum_mulShift b (ZMod.isPrimitive_stdAddChar N)]
    by_cases hb : b = 0 <;> simp [hb]
```

In a product $L[A]L[B]$ the sum over the intermediate cell $t$ gives
$$\sum_t e\big(k(r-t)\big)e\big(l(t-s)\big)=e(kr-ls)\sum_t e\big(t(l-k)\big)=N\delta_{kl}\,e\big(k(r-s)\big),$$
which is `key`. The three `calc` steps expand both factors into sums over $k$ and $l$, separate the sum over $t$ from the sum over the intermediate index $b$, and collapse $l=k$, where `hN` cancels $N$ against one $N^{-1}$. The result is $L[A]L[B]=L[AB]$.

```lean
/-- The real-space product of two such operators is the operator of the `k`-wise product. -/
theorem latticeOp_mul {α β γ : Type*} [Fintype β] (A : ZMod N → Matrix α β ℂ)
    (B : ZMod N → Matrix β γ ℂ) :
    latticeOp A * latticeOp B = latticeOp fun k => A k * B k := by
  obtain ⟨hadd, -, hsum⟩ := phase_rules (N := N)
  have hN : (N : ℂ) ≠ 0 := Nat.cast_ne_zero.mpr (NeZero.ne N)
  ext ⟨r, a⟩ ⟨s, c⟩
  -- the sum over the intermediate cell conserves crystal momentum
  have key : ∀ k l : ZMod N, ∑ t, phase (k * (r - t)) * phase (l * (t - s))
      = if l = k then (N : ℂ) * phase (k * (r - s)) else 0 := by
    intro k l
    have ht : ∀ t, phase (k * (r - t)) * phase (l * (t - s))
        = phase (k * r - l * s) * phase (t * (l - k)) := by
      intro t
      rw [← hadd, ← hadd]
      congr 1
      ring
    simp only [ht, ← Finset.mul_sum, hsum]
    by_cases h : l = k
    · subst h
      rw [if_pos (sub_self _), if_pos rfl, mul_sub]
      ring
    · rw [if_neg (sub_ne_zero.mpr h), if_neg h, mul_zero]
  calc (latticeOp A * latticeOp B) (r, a) (s, c)
      = ∑ p : ZMod N × β, ∑ k, ∑ l, (N : ℂ)⁻¹ * (N : ℂ)⁻¹ *
          ((phase (k * (r - p.1)) * phase (l * (p.1 - s))) * (A k a p.2 * B l p.2 c)) := by
        simp only [Matrix.mul_apply, latticeOp, of_apply]
        refine Finset.sum_congr rfl fun p _ => ?_
        rw [mul_mul_mul_comm, Finset.sum_mul_sum, Finset.mul_sum]
        refine Finset.sum_congr rfl fun k _ => ?_
        rw [Finset.mul_sum]
        exact Finset.sum_congr rfl fun l _ => by ring
    _ = ∑ k, ∑ l, (N : ℂ)⁻¹ * (N : ℂ)⁻¹ *
          ((∑ t, phase (k * (r - t)) * phase (l * (t - s))) * ∑ b, A k a b * B l b c) := by
        rw [Finset.sum_comm]
        refine Finset.sum_congr rfl fun k _ => ?_
        rw [Finset.sum_comm]
        refine Finset.sum_congr rfl fun l _ => ?_
        rw [Finset.sum_mul_sum, ← Finset.mul_sum, Fintype.sum_prod_type]
        try rfl
    _ = _ := by
        simp only [key, latticeOp, of_apply, Matrix.mul_apply]
        rw [Finset.mul_sum]
        refine Finset.sum_congr rfl fun k _ => ?_
        simp only [ite_mul, zero_mul, mul_ite, mul_zero, Finset.sum_ite_eq', Finset.mem_univ,
          if_true]
        rw [mul_assoc (N : ℂ), mul_assoc, inv_mul_cancel_left₀ hN]
```

Conjugating and exchanging the indices turns $e(k(s-r))$ into $e(k(r-s))$ and $A_{ba}$ into $\overline{A_{ba}}=(A^\dagger)_{ab}$, so $L[A]^\dagger=L[A^\dagger]$.

```lean
/-- The real-space adjoint is the operator of the `k`-wise adjoint. -/
theorem latticeOp_conjTranspose {α β : Type*} (A : ZMod N → Matrix α β ℂ) :
    (latticeOp A)ᴴ = latticeOp fun k => (A k)ᴴ := by
  obtain ⟨-, hstar, -⟩ := phase_rules (N := N)
  ext ⟨r, a⟩ ⟨s, b⟩
  simp only [latticeOp, conjTranspose_apply, of_apply, star_mul', star_sum, hstar, star_inv₀,
    star_natCast]
  congr 1
  refine Finset.sum_congr rfl fun k _ => ?_
  rw [show -(k * (s - r)) = k * (r - s) by ring]
```

The excluded value $N=0$ would make `ZMod N` the integers, an infinite chain, for which the sum over $k$ has to be replaced by an integral; that limit is not treated. The smallest case $N=1$ is included: there is one $k$, every phase is 1, and $w_{n0}$ is column $n$ of $uU$.

## No condition on $u$ or $U$: translation

Inserting $\psi_{mk}$ into $w_{nR}$ and using $N^{-1/2}N^{-1/2}=N^{-1}$ (`hs`) and $e(-kR)e(kr)=e(k(r-R))$ gives
$$w_{nR}(r,a)=\frac1N\sum_k e\big(k(r-R)\big)\,[u(k)U(k)]_{an}.$$
The Wannier vectors are therefore the columns of $W=L[uU]$, with $w_{nR}$ in column `(R, n)`.

```lean
omit [Fintype D] [DecidableEq J] in
/-- The Wannier vector `w_{nR}` is column `(R,n)` of the real-space form of `u(k) U(k)`. -/
theorem wannier_eq (u : ZMod N → Matrix D J ℂ) (U : ZMod N → Matrix J J ℂ) (n : J)
    (R : ZMod N) (p : ZMod N × D) :
    wannier u U n R p = latticeOp (fun k => u k * U k) p (R, n) := by
  obtain ⟨hadd, -, -⟩ := phase_rules (N := N)
  have hs : ((Real.sqrt N : ℝ) : ℂ)⁻¹ * ((Real.sqrt N : ℝ) : ℂ)⁻¹ = (N : ℂ)⁻¹ := by
    rw [← mul_inv, ← Complex.ofReal_mul, Real.mul_self_sqrt (Nat.cast_nonneg N),
      Complex.ofReal_natCast]
  simp only [wannier, bloch, latticeOp, of_apply, Matrix.mul_apply, Finset.mul_sum]
  refine Finset.sum_congr rfl fun k _ => Finset.sum_congr rfl fun m _ => ?_
  rw [← hs, show k * (p.1 - R) = -(k * R) + k * p.1 by ring, hadd]
  ring
```

The right side depends on $r$ and $R$ only through $r-R$, so $w_{nR}(r,a)=w_{n0}(r-R,a)$ for arbitrary $u$ and $U$. Lean unfolds both sides to the same sum.

```lean
omit [Fintype D] [DecidableEq J] in
/-- `w_{nR}` is the translate of `w_{n0}` by `R` cells. -/
theorem wannier_translate (u : ZMod N → Matrix D J ℂ) (U : ZMod N → Matrix J J ℂ) (n : J)
    (R : ZMod N) : wannier u U n R = translate R (wannier u U n 0) := by
  funext p
  simp only [translate, wannier_eq, latticeOp, of_apply, sub_zero]
```

## Orthonormal cell vectors: `hu`

The hypothesis `hu` reads $u(k)^\dagger u(k)=1$ at every $k$: the $|J|$ cell vectors at one wavevector are orthonormal, as eigenvectors of a Hermitian Bloch Hamiltonian can be chosen to be. It is assumed, not derived, and it forces $|J|\le|D|$. Together with the unitarity of the gauge, `hU`, in the form $U^\dagger U=1$, it gives
$$\langle w_{mR}|w_{nS}\rangle=(W^\dagger W)_{(R,m),(S,n)},\qquad W^\dagger W=L[U^\dagger u^\dagger u\,U]=L[U^\dagger U]=L[1],$$
and the entry of $L[1]$ is $N^{-1}\sum_k e(k(R-S))\,\delta_{mn}=\delta_{RS}\delta_{mn}$. In the theorem the bracket is `star (wannier u U m R) ⬝ᵥ wannier u U n S`. Step `h1` is the first equation, `h2` is $(uU)^\dagger uU=1$ and the only place where `hu` and `hU` are used, and `hsum` with the case split produces the two deltas.

```lean
/-- For orthonormal cell vectors and any unitary gauge, `⟨w_{mR}|w_{nS}⟩ = δ_{RS} δ_{mn}`. -/
theorem wannier_orthonormal (u : ZMod N → Matrix D J ℂ) (U : ZMod N → Matrix J J ℂ)
    (hu : ∀ k, (u k)ᴴ * u k = 1) (hU : ∀ k, U k ∈ unitaryGroup J ℂ) (m n : J) (R S : ZMod N) :
    star (wannier u U m R) ⬝ᵥ wannier u U n S = if R = S ∧ m = n then 1 else 0 := by
  obtain ⟨-, -, hsum⟩ := phase_rules (N := N)
  have hN : (N : ℂ) ≠ 0 := Nat.cast_ne_zero.mpr (NeZero.ne N)
  have h1 : star (wannier u U m R) ⬝ᵥ wannier u U n S
      = ((latticeOp fun k => u k * U k)ᴴ * latticeOp fun k => u k * U k) (R, m) (S, n) := by
    simp only [dotProduct, Pi.star_apply, wannier_eq, Matrix.mul_apply, conjTranspose_apply]
  -- the rotated cell vectors stay orthonormal at each k
  have h2 : ∀ k, (u k * U k)ᴴ * (u k * U k) = 1 := by
    intro k
    rw [conjTranspose_mul, Matrix.mul_assoc, ← Matrix.mul_assoc (u k)ᴴ, hu k, Matrix.one_mul]
    exact mem_unitaryGroup_iff'.mp (hU k)
  rw [h1, latticeOp_conjTranspose, latticeOp_mul]
  simp only [latticeOp, of_apply, h2, ← Finset.sum_mul, hsum, sub_eq_zero, one_apply]
  by_cases h : R = S <;> by_cases h' : m = n <;> simp [h, h', hN]
```

For a failure without `hu`, take $N=2$, one orbital, one band, $U=1$, $u(0)=1$ and $u(1)=2$. Then $w_{0,0}(r)=\tfrac12\big(1+2(-1)^r\big)$, so over the two cells $w_{0,0}=(\tfrac32,-\tfrac12)$ and $w_{0,1}=(-\tfrac12,\tfrac32)$. They are still translates of each other, but each has squared norm $\tfrac52$ and their overlap is $-\tfrac32$.

## A unitary gauge: `hU`

The hypothesis `hU` says that $U(k)$ is unitary at each $k$, so when the cell vectors at that wavevector are orthonormal it replaces them by another orthonormal basis of the same band space. No relation between different $k$ is imposed: no smoothness, and no localisation criterion. For the projector it is used as $UU^\dagger=1$:
$$P_W=WW^\dagger=L[u\,UU^\dagger u^\dagger]=L[uu^\dagger].$$
The Bloch sum has entries $\sum_{k,n}N^{-1}e(kr)\,e(-ks)\,u_{an}(k)\overline{u_{bn}(k)}$, which is $L[uu^\dagger]$ directly. The theorem states $P_W=P_B$ and $P_B=L[uu^\dagger]$ for any $u$, orthonormal or not. Since $P_B$ contains no $U$, any two unitary gauges give the same $P_W$. In the proof `h1` is $P_W=WW^\dagger$, `h3` is the Bloch entry, and `hk` is the single use of `hU`.

```lean
omit [Fintype D] in
/-- For every unitary gauge the Wannier sum equals the Bloch sum, which is the real-space form
of `u(k) u(k)ᴴ`. -/
theorem wannierProj_gauge_independent (u : ZMod N → Matrix D J ℂ) (U : ZMod N → Matrix J J ℂ)
    (hU : ∀ k, U k ∈ unitaryGroup J ℂ) :
    wannierProj u U = blochProj u ∧ blochProj u = latticeOp fun k => u k * (u k)ᴴ := by
  obtain ⟨hadd, hstar, -⟩ := phase_rules (N := N)
  have hs : ((Real.sqrt N : ℝ) : ℂ)⁻¹ * ((Real.sqrt N : ℝ) : ℂ)⁻¹ = (N : ℂ)⁻¹ := by
    rw [← mul_inv, ← Complex.ofReal_mul, Real.mul_self_sqrt (Nat.cast_nonneg N),
      Complex.ofReal_natCast]
  have hr : star ((Real.sqrt N : ℝ) : ℂ) = ((Real.sqrt N : ℝ) : ℂ) := Complex.conj_ofReal _
  have h1 : wannierProj u U
      = (latticeOp fun k => u k * U k) * (latticeOp fun k => u k * U k)ᴴ := by
    ext p q
    simp only [wannierProj, Matrix.sum_apply, vecMulVec_apply, Pi.star_apply, wannier_eq,
      Matrix.mul_apply, Fintype.sum_prod_type, conjTranspose_apply]
  have h3 : blochProj u = latticeOp fun k => u k * (u k)ᴴ := by
    ext p q
    simp only [blochProj, Matrix.sum_apply, vecMulVec_apply, Pi.star_apply, bloch, latticeOp,
      of_apply, Matrix.mul_apply, conjTranspose_apply, Finset.mul_sum, star_mul', hstar,
      star_inv₀, hr]
    refine Finset.sum_congr rfl fun k _ => Finset.sum_congr rfl fun n _ => ?_
    rw [← hs, show k * (p.1 - q.1) = k * p.1 + -(k * q.1) by ring, hadd]
    ring
  refine ⟨?_, h3⟩
  rw [h1, h3, latticeOp_conjTranspose, latticeOp_mul]
  refine congrArg latticeOp (funext fun k => ?_)
  -- the gauge cancels at each k
  have hk : U k * (U k)ᴴ = 1 := mem_unitaryGroup_iff.mp (hU k)
  show u k * U k * (u k * U k)ᴴ = u k * (u k)ᴴ
  rw [conjTranspose_mul, Matrix.mul_assoc, ← Matrix.mul_assoc (U k), hk, Matrix.one_mul]
```

Moving the factor 2 of the previous example into the gauge, $u=1$, $U(0)=1$, $U(1)=2$, satisfies `hu`, violates `hU` and leaves $W$ as it was. Orthonormality fails as before. Now also $P_B=L[1]$ is the identity, while $P_W$ has diagonal entries $\tfrac52$ and off-diagonal entries $-\tfrac32$.

## Both hypotheses: a projector of trace $N|J|$

After `rw [h1, h2]`, which rests on `hU`, the four claims are about $P=L[uu^\dagger]$. It is Hermitian because $(uu^\dagger)^\dagger=uu^\dagger$. It is idempotent because $u\,u^\dagger u\,u^\dagger=uu^\dagger$, by `hu`. On the diagonal $r=s$ all phases are 1 and the $N$ cells cancel $N^{-1}$, so $\operatorname{tr}L[A]=\sum_k\operatorname{tr}A(k)$ (`htr`); then $\operatorname{tr}uu^\dagger=\operatorname{tr}u^\dagger u=|J|$ (`hk`, by `hu`) and the trace is $N|J|$. Shifting both cell indices by $t$ changes nothing because $(r+t)-(s+t)=r-s$. The first and last claims never call on `hu`. In the example with $u(1)=2$ and $U=1$, $P_W=P_B$ is the matrix just given, with eigenvalues 1 and 4 and trace 5 in place of 2: idempotence and the trace fail, the other two properties remain.

```lean
/-- For orthonormal cell vectors and a unitary gauge, the Wannier sum is Hermitian, idempotent, has trace `N` times the number of bands, and its
elements are unchanged when both cell indices are shifted together. -/
theorem wannierProj_is_projector (u : ZMod N → Matrix D J ℂ) (U : ZMod N → Matrix J J ℂ)
    (hu : ∀ k, (u k)ᴴ * u k = 1) (hU : ∀ k, U k ∈ unitaryGroup J ℂ) :
    (wannierProj u U)ᴴ = wannierProj u U ∧
    wannierProj u U * wannierProj u U = wannierProj u U ∧
    (wannierProj u U).trace = N * Fintype.card J ∧
    ∀ r s t a b, wannierProj u U (r + t, a) (s + t, b) = wannierProj u U (r, a) (s, b) := by
  have hN : (N : ℂ) ≠ 0 := Nat.cast_ne_zero.mpr (NeZero.ne N)
  obtain ⟨h1, h2⟩ := wannierProj_gauge_independent u U hU
  have htr : ∀ A : ZMod N → Matrix D D ℂ, (latticeOp A).trace = ∑ k, (A k).trace := by
    intro A
    have h0 : phase (0 : ZMod N) = 1 := by simp [phase]
    simp only [Matrix.trace, diag_apply, latticeOp, of_apply, Fintype.sum_prod_type, sub_self,
      mul_zero, h0, one_mul]
    rw [Finset.sum_const, Finset.card_univ, ZMod.card, nsmul_eq_mul, ← Finset.mul_sum,
      mul_inv_cancel_left₀ hN, Finset.sum_comm]
  have hk : ∀ k, (u k * (u k)ᴴ).trace = Fintype.card J := fun k => by
    rw [trace_mul_comm, hu k, trace_one]
  rw [h1, h2]
  refine ⟨?_, ?_, ?_, fun r s t a b => ?_⟩
  · rw [latticeOp_conjTranspose]
    simp only [conjTranspose_mul, conjTranspose_conjTranspose]
  · rw [latticeOp_mul]
    refine congrArg latticeOp (funext fun k => ?_)
    show u k * (u k)ᴴ * (u k * (u k)ᴴ) = u k * (u k)ᴴ
    rw [Matrix.mul_assoc, ← Matrix.mul_assoc (u k)ᴴ, hu k, Matrix.one_mul]
  · rw [htr]
    simp [hk]
  · simp only [latticeOp, of_apply, add_sub_add_right_eq_sub]
```

For non-interacting electrons filling the bands in $J$, on this finite ring with orthonormal orbitals, $P$ is the one-particle density matrix of one spin direction, so the populations $P((r,a),(r,a))$ are the same in every cell and do not change when a localisation procedure selects a different unitary gauge. How compact the $w_{nR}$ are, and how they decay, is not addressed.

## An instance with three orbitals and two bands

With $z=e(k)$, the theorem `wannier_witness` shows for every $N$ and $k$ that
$$u=\begin{pmatrix}3/5&0\\4z/5&0\\0&1\end{pmatrix},\qquad U=\begin{pmatrix}3/5&-4z/5\\4/5&3z/5\end{pmatrix}$$
satisfy `hu` and `hU`. The proof checks entries with $\bar zz=1$ (`hz`), for example $\tfrac9{25}+\tfrac{16}{25}\bar zz=1$.

```lean
/-- Two orthonormal cell vectors in three orbitals, only the first containing `phase k`, and a `k`-dependent unitary
gauge that mixes them. -/
theorem wannier_witness (k : ZMod N) :
    (!![3 / 5, 0; 4 / 5 * phase k, 0; 0, 1] : Matrix (Fin 3) (Fin 2) ℂ)ᴴ *
      !![3 / 5, 0; 4 / 5 * phase k, 0; 0, 1] = 1 ∧
    !![3 / 5, -(4 / 5) * phase k; 4 / 5, 3 / 5 * phase k] ∈ unitaryGroup (Fin 2) ℂ := by
  obtain ⟨hadd, hstar, -⟩ := phase_rules (N := N)
  have hz : starRingEnd ℂ (phase k) * phase k = 1 := by
    show star (phase k) * phase k = 1
    rw [hstar, ← hadd, neg_add_cancel]
    simp [phase]
  generalize phase k = z at hz
  rw [mem_unitaryGroup_iff', star_eq_conjTranspose]
  constructor <;> ext i j <;> fin_cases i <;> fin_cases j <;>
    simp [Matrix.mul_apply, Fin.sum_univ_succ, conjTranspose_apply, map_ofNat] <;>
    first
      | ring1
      | linear_combination (16 / 25) * hz
      | linear_combination hz

end

end MultibandWannier
```

```lean
#print axioms MultibandWannier.wannier_translate
-- 'MultibandWannier.wannier_translate' depends on axioms: [propext, Classical.choice, Quot.sound]
#print axioms MultibandWannier.wannier_orthonormal
-- 'MultibandWannier.wannier_orthonormal' depends on axioms: [propext, Classical.choice, Quot.sound]
#print axioms MultibandWannier.wannierProj_is_projector
-- 'MultibandWannier.wannierProj_is_projector' depends on axioms: [propext, Classical.choice, Quot.sound]
```

The numbers below, like the counter-examples above and the last remark, were worked on paper and not in Lean. For $N=2$, $z=(-1)^k$ and $z^2=1$, so the columns of $uU$ are $(\tfrac9{25},\tfrac{12}{25}z,\tfrac45)$ for band 0 and $(-\tfrac{12}{25}z,-\tfrac{16}{25},\tfrac35z)$ for band 1. The Fourier sum puts the terms without $z$ in cell $R$ and the coefficients of $z$ in the other cell. Listing cell 0 before cell 1,
$$w_{0,0}=\big(\tfrac9{25},0,\tfrac45;\;0,\tfrac{12}{25},0\big),\qquad w_{1,0}=\big(0,-\tfrac{16}{25},0;\;-\tfrac{12}{25},0,\tfrac35\big),$$
and $w_{0,1}$, $w_{1,1}$ have the two cells exchanged. The squared norms are $(81+400+144)/625=1$ and $(256+144+225)/625=1$, and $\langle w_{0,1}|w_{1,0}\rangle=(-192-108+300)/625=0$. The population of orbital 0 in cell 0 collects $81/625$ from $w_{0,0}$ and $144/625$ from $w_{1,1}$, in total $9/25$. In the gauge $U=1$ the same $9/25$ comes from $w_{0,0}=(\tfrac35,0,0;\,0,\tfrac45,0)$ alone.

The product rule would also give the Hamiltonian in the Wannier basis. If $H=L[h]$ for a $D\times D$ matrix $h(k)$ with $h(k)u(k)=u(k)\varepsilon(k)$, where $\varepsilon(k)$ is the diagonal matrix of band energies, then with `hu` one finds $W^\dagger HW=L[U^\dagger\varepsilon U]$. The hopping $\langle w_{mR}|H|w_{nS}\rangle$ is then the Fourier sum of $(U^\dagger\varepsilon U)_{mn}$ at $R-S$, and unlike $P$ it depends on the gauge in general.
